# Energy shift from adding a n″ to the energy density left of a point c and b n″ right of it, for a density n with slope vanishing at infinity: (a − b) n′(c)

In one dimension, let an energy density equal `eL` up to a point c and `eR` beyond it, each integrable on its own half-line. The theorem `integral_joined_regauge` says that adding a n″ on the left and b n″ on the right changes the total energy by (a − b) n′(c), so the total is unchanged when a = b. The profile n is assumed twice differentiable, with n″ integrable and n′ tending to zero at both ends; it need not be positive or normalised. The proof splits the total energy at c, evaluates the integral of n″ over each half-line from the limits of n′, and adds the results.

The failing Lean file:

```lean
import Mathlib

open MeasureTheory Filter Set Topology

namespace EnergyDensityGauge

noncomputable section

/-- The energy density `e` with `a` times the second derivative of the density `n` added. -/
def regauge (e n : ℝ → ℝ) (a : ℝ) : ℝ → ℝ := fun x => e x + a * deriv (deriv n) x

/-- The energy density that equals `eL` up to the point `c` and `eR` beyond it. -/
def joined (c : ℝ) (eL eR : ℝ → ℝ) : ℝ → ℝ := fun x => if x ≤ c then eL x else eR x

/-- A twice differentiable density profile whose second derivative is integrable and whose
slope vanishes far away on both sides. -/
structure LocalizedProfile (n : ℝ → ℝ) : Prop where
  differentiable : Differentiable ℝ n
  differentiable_deriv : Differentiable ℝ (deriv n)
  integrable : Integrable (deriv (deriv n))
  left : Tendsto (deriv n) atBot (𝓝 0)
  right : Tendsto (deriv n) atTop (𝓝 0)

/-- The total energy of a joined density is the sum of the energies of its two half-lines. -/
theorem integral_joined {f g : ℝ → ℝ} {c : ℝ} (hf : IntegrableOn f (Iic c))
    (hg : IntegrableOn g (Ioi c)) :
    ∫ x, joined c f g x = (∫ x in Iic c, f x) + ∫ x in Ioi c, g x := by
  have hL : EqOn (joined c f g) f (Iic c) := by
    intro x hx
    show (if x ≤ c then f x else g x) = f x
    exact if_pos hx
  have hR : EqOn (joined c f g) g (Ioi c) := by
    intro x hx
    show (if x ≤ c then f x else g x) = g x
    exact if_neg (not_le_of_gt hx)
  rw [← intervalIntegral.integral_Iic_add_Ioi (hf.congr_fun hL.symm measurableSet_Iic)
    (hg.congr_fun hR.symm measurableSet_Ioi),
    setIntegral_congr_fun measurableSet_Iic hL, setIntegral_congr_fun measurableSet_Ioi hR]

/-- If the left density carries `a n''` and the right one `b n''`, the total energy of the
joined density shifts by `(a - b) n'(c)`. -/
theorem integral_joined_regauge {eL eR n : ℝ → ℝ} {c : ℝ} (hn : LocalizedProfile n)
    (hL : IntegrableOn eL (Iic c)) (hR : IntegrableOn eR (Ioi c)) (a b : ℝ) :
    ∫ x, joined c (regauge eL n a) (regauge eR n b) x
      = (∫ x, joined c eL eR x) + (a - b) * deriv n c := by
  have iL : IntegrableOn (fun x => a * deriv (deriv n) x) (Iic c) :=
    (hn.integrable.const_mul a).integrableOn
  have iR : IntegrableOn (fun x => b * deriv (deriv n) x) (Ioi c) :=
    (hn.integrable.const_mul b).integrableOn
  -- each half-line integral of n'' leaves the slope at the joining point
  have hl := integral_Iic_of_hasDerivAt_of_tendsto' (a := c)
    (fun x _ => (hn.differentiable_deriv x).hasDerivAt) hn.integrable.integrableOn hn.left
  have hr := integral_Ioi_of_hasDerivAt_of_tendsto' (a := c)
    (fun x _ => (hn.differentiable_deriv x).hasDerivAt) hn.integrable.integrableOn hn.right
  have L : ∫ x in Iic c, regauge eL n a x = (∫ x in Iic c, eL x) + a * deriv n c := by
    simp only [regauge]
    rw [integral_add hL iL, integral_const_mul, hl, sub_zero]
  have R : ∫ x in Ioi c, regauge eR n b x = (∫ x in Ioi c, eR x) - b * deriv n c := by
    simp only [regauge]
    rw [integral_add hR iR, integral_const_mul, hr]
    ring
  rw [integral_joined (hL.add iL) (hR.add iR), integral_joined hL hR, L, R]
  ring

end

end EnergyDensityGauge
```

The compiler's answer:

```
Main.lean:62:6: error: Tactic `rewrite` failed: Did not find an occurrence of the pattern
  ∫ (x : ℝ), joined c (eL + fun x => a * deriv (deriv n) x) (eR + fun x => b * deriv (deriv n) x) x
in the target expression
  ∫ (x : ℝ), joined c (regauge eL n a) (regauge eR n b) x = (∫ (x : ℝ), joined c eL eR x) + (a - b) * deriv n c

eL eR n : ℝ → ℝ
c : ℝ
hn : LocalizedProfile n
hL : IntegrableOn eL (Iic c) volume
hR : IntegrableOn eR (Ioi c) volume
a b : ℝ
iL : IntegrableOn (fun x => a * deriv (deriv n) x) (Iic c) volume
iR : IntegrableOn (fun x => b * deriv (deriv n) x) (Ioi c) volume
hl : ∫ (x : ℝ) in Iic c, deriv (deriv n) x = deriv n c - 0
hr : ∫ (x : ℝ) in Ioi c, deriv (deriv n) x = 0 - deriv n c
L : ∫ (x : ℝ) in Iic c, regauge eL n a x = (∫ (x : ℝ) in Iic c, eL x) + a * deriv n c
R : ∫ (x : ℝ) in Ioi c, regauge eR n b x = (∫ (x : ℝ) in Ioi c, eR x) - b * deriv n c
⊢ ∫ (x : ℝ), joined c (regauge eL n a) (regauge eR n b) x = (∫ (x : ℝ), joined c eL eR x) + (a - b) * deriv n c
```

The mended proof, as a diff:

```diff
@@ -48,5 +48,5 @@
   have iR : IntegrableOn (fun x => b * deriv (deriv n) x) (Ioi c) :=
     (hn.integrable.const_mul b).integrableOn
-  -- each half-line integral of n'' leaves the slope at the joining point
+  -- the integrals of n'' over the left and right half-lines are n'(c) and -n'(c)
   have hl := integral_Iic_of_hasDerivAt_of_tendsto' (a := c)
     (fun x _ => (hn.differentiable_deriv x).hasDerivAt) hn.integrable.integrableOn hn.left
@@ -60,5 +60,7 @@
     rw [integral_add hR iR, integral_const_mul, hr]
     ring
-  rw [integral_joined (hL.add iL) (hR.add iR), integral_joined hL hR, L, R]
+  have jL : IntegrableOn (regauge eL n a) (Iic c) := hL.add iL
+  have jR : IntegrableOn (regauge eR n b) (Ioi c) := hR.add iR
+  rw [integral_joined jL jR, integral_joined hL hR, L, R]
   ring
 
```

Diagnosis. The error is in the last `rw`, at its first rewrite. Lean takes the functions in `integral_joined` from the types of `hL.add iL` and `hR.add iR`, which speak of explicit sums such as `eL + fun x => a * deriv (deriv n) x`. The left side of the equation therefore contains those sums, while the goal has `regauge eL n a` and `regauge eR n b`. The two forms are equal by definition, but `rw` does not unfold the ordinary definition `regauge` when it searches for its pattern, so it finds no occurrence.

The repair states the same integrability facts as `jL` and `jR`, with `regauge` in their declared types. Lean accepts the old proofs for them, since checking a term against a stated type may unfold `regauge`. `integral_joined jL jR` then has the goal's own form on its left side, and produces the half-line integrals that `L` and `R` rewrite.

The changed comment, which now gives the values of the two integrals with their signs, is mere tidying.
